# In a fixed mean field, a strict aufbau filling uniquely minimises the two-determinant energy at given electron number

Fix a finite occupied set `S`, and give each spin-orbital `i` the energy `h i + ∑ j ∈ S, g i j` in its field, with `h` and `g` arbitrary real functions. The two-determinant energy of `S` and a finite set `T` is `∑ i ∈ S, h i + ∑ i ∈ T, h i + ∑ i ∈ T, ∑ j ∈ S, g i j`. The interaction carries no factor of one half, so at `T = S` this is twice the mean-field energy `∑ i ∈ S, h i + (1/2) ∑ i ∈ S, ∑ j ∈ S, g i j`.

Suppose every orbital in `T` lies strictly below every orbital outside it, in the field of `S`. The theorem says that `T` then has a strictly lower two-determinant energy with `S` than any other finite set `U` with as many electrons as `T`. The field stays that of `S` throughout, and `T` need not equal `S`. The proof writes each two-determinant energy as a constant plus a sum of orbital energies, sets aside the orbitals common to `T` and `U`, and compares the rest through the highest orbital in `T \ U`.

The first attempt, which Lean rejects:

```lean
import Mathlib

open Finset

namespace AufbauUniqueMinimiser

noncomputable section

variable {X ι : Type*}

/-- Energy of spin-orbital `i` in the mean field of the occupied set `S`, with one-electron
energies `h` and pair interactions `g`. -/
def orbitalEnergy (h : ι → ℝ) (g : ι → ι → ℝ) (S : Finset ι) (i : ι) : ℝ :=
  h i + ∑ j ∈ S, g i j

/-- Two-determinant energy: the one-electron energies of `S` and `T` plus the interaction
of the electrons in `T` with those in `S`. -/
def pairEnergy (h : ι → ℝ) (g : ι → ι → ℝ) (S T : Finset ι) : ℝ :=
  ∑ i ∈ S, h i + ∑ i ∈ T, h i + ∑ i ∈ T, ∑ j ∈ S, g i j

/-- `T` is an aufbau filling in the field of `S`: every orbital in `T` lies strictly below
every orbital outside `T`. -/
def IsAufbau (h : ι → ℝ) (g : ι → ι → ℝ) (S T : Finset ι) : Prop :=
  ∀ i ∈ T, ∀ j, j ∉ T → orbitalEnergy h g S i < orbitalEnergy h g S j

/-- An aufbau filling `T` in the field of `S` has strictly lower two-determinant energy with
`S` than any other occupied set with the same number of electrons. -/
theorem aufbau_unique_minimiser {h : ι → ℝ} {g : ι → ι → ℝ} {S T U : Finset ι}
    (hT : IsAufbau h g S T) (hcard : U.card = T.card) (hne : U ≠ T) :
    pairEnergy h g S T < pairEnergy h g S U := by
  classical
  have hpair : ∀ V, pairEnergy h g S V =
      ∑ i ∈ S, h i + ∑ i ∈ V, orbitalEnergy h g S i := by
    intro V
    simp only [pairEnergy, orbitalEnergy, Finset.sum_add_distrib]
    ring
  have hTU : (T \ U).Nonempty := Finset.sdiff_nonempty.mpr
    (fun hs => hne (Finset.eq_of_subset_of_card_le hs hcard.le).symm)
  have hUT : (U \ T).Nonempty := Finset.sdiff_nonempty.mpr
    (fun hs => hne (Finset.eq_of_subset_of_card_le hs hcard.ge))
  have c1 := Finset.card_sdiff_add_card_inter T U
  have c2 := Finset.card_sdiff_add_card_inter U T
  rw [Finset.inter_comm U T] at c2
  have hc : (T \ U).card = (U \ T).card := by omega
  -- the highest orbital given up lies below every orbital newly filled
  obtain ⟨m, hm, hmax⟩ := Finset.exists_max_image (T \ U) (orbitalEnergy h g S) hTU
  have h1 := Finset.sum_le_card_nsmul (T \ U) (orbitalEnergy h g S) _ hmax
  have h2 : ∑ _i ∈ U \ T, orbitalEnergy h g S m < ∑ i ∈ U \ T, orbitalEnergy h g S i :=
    Finset.sum_lt_sum_of_nonempty hUT
      (fun i hi => hT m (Finset.mem_sdiff.mp hm).1 i (Finset.mem_sdiff.mp hi).2)
  rw [Finset.sum_const, ← hc] at h2
  have s1 := Finset.sum_inter_add_sum_diff T U (orbitalEnergy h g S)
  have s2 := Finset.sum_inter_add_sum_diff U T (orbitalEnergy h g S)
  rw [Finset.inter_comm U T] at s2
  rw [hpair, hpair]
  linarith

end

end AufbauUniqueMinimiser
```

The error:

```
Main.lean:52:13: error(lean.unknownIdentifier): Unknown constant `Finset.sum_inter_add_sum_diff`
Main.lean:30:47: error: unsolved goals
ι : Type u_2
h : ι → ℝ
g : ι → ι → ℝ
S T U : Finset ι
hT : IsAufbau h g S T
hcard : #U = #T
hne : U ≠ T
hpair : ∀ (V : Finset ι), pairEnergy h g S V = ∑ i ∈ S, h i + ∑ i ∈ V, orbitalEnergy h g S i
hTU : (T \ U).Nonempty
hUT : (U \ T).Nonempty
c1 : #(T \ U) + #(T ∩ U) = #T
c2 : #(U \ T) + #(T ∩ U) = #U
hc : #(T \ U) = #(U \ T)
m : ι
hm : m ∈ T \ U
hmax : ∀ x' ∈ T \ U, orbitalEnergy h g S x' ≤ orbitalEnergy h g S m
h1 : (T \ U).sum (orbitalEnergy h g S) ≤ #(T \ U) • orbitalEnergy h g S m
h2 : #(T \ U) • orbitalEnergy h g S m < ∑ i ∈ U \ T, orbitalEnergy h g S i
⊢ pairEnergy h g S T < pairEnergy h g S U
```

What went wrong. The first message says that no constant named `Finset.sum_inter_add_sum_diff` exists in the Mathlib being used. The lemma wanted, which splits a sum over `T` into sums over `T ∩ U` and `T \ U`, is called `Finset.sum_inter_add_sum_sdiff`, with `sdiff` for the set difference.

The second message follows from the first. The proof stopped at `have s1`, so the theorem's goal was left open, and the context Lean prints has `h1` and `h2` but no `s1`. The next line uses the same wrong name but was never reached, which is why the name is reported only once.

The diff corrects the name in both lines and leaves the arguments as they were. `s1` and `s2` then split the sums over `T` and `U`, and with `h1` and `h2` they give the final `linarith` what it needs.

The repair, with which the file compiles:

```diff
@@ -50,6 +50,6 @@
       (fun i hi => hT m (Finset.mem_sdiff.mp hm).1 i (Finset.mem_sdiff.mp hi).2)
   rw [Finset.sum_const, ← hc] at h2
-  have s1 := Finset.sum_inter_add_sum_diff T U (orbitalEnergy h g S)
-  have s2 := Finset.sum_inter_add_sum_diff U T (orbitalEnergy h g S)
+  have s1 := Finset.sum_inter_add_sum_sdiff T U (orbitalEnergy h g S)
+  have s2 := Finset.sum_inter_add_sum_sdiff U T (orbitalEnergy h g S)
   rw [Finset.inter_comm U T] at s2
   rw [hpair, hpair]
```
